# McConnell's value as a lower bound on the magnitude of the end-to-end Green function of a uniform tight-binding bridge above its band

Suppose a donor and an acceptor couple only to the opposite end sites of a bridge, and not directly to each other. Löwdin partitioning then eliminates the bridge and gives an effective donor–acceptor coupling equal to the product of the two contact couplings and the end-to-end element of the bridge's Green function. For a finite, non-interacting bridge with equal site energies and equal, nonzero nearest-neighbour hoppings, the file below gives that element as a power of the hopping divided by the bridge's secular determinant and, for energies at or above the upper edge of the infinite chain's band, bounds its magnitude from both sides.

```lean
import Mathlib

open Matrix

namespace McConnellBracket

noncomputable section

/-- The Hamiltonian of a bridge of `N` sites with site energy `ε` and nearest-neighbour
hopping `t`. -/
def bridge (ε t : ℝ) (N : ℕ) : Matrix (Fin N) (Fin N) ℝ :=
  Matrix.of fun i j =>
    if (i : ℕ) = j then ε else if (i : ℕ) + 1 = j ∨ (j : ℕ) + 1 = i then t else 0

/-- The matrix `E - T` of the bridge at energy `E`. -/
def shifted (ε t E : ℝ) (N : ℕ) : Matrix (Fin N) (Fin N) ℝ :=
  E • (1 : Matrix (Fin N) (Fin N) ℝ) - bridge ε t N

/-- The secular determinant `D_N = det (E - T)` of the bridge. -/
def secular (ε t E : ℝ) (N : ℕ) : ℝ := (shifted ε t E N).det

/-- The Green function `(E - T)⁻¹` of the bridge, meaningful where `D_N ≠ 0`. -/
def green (ε t E : ℝ) (N : ℕ) : Matrix (Fin N) (Fin N) ℝ := (shifted ε t E N)⁻¹

variable (ε t E : ℝ)

/-- The entries of `E - T`: `E - ε` on the diagonal, `-t` between neighbours, zero elsewhere. -/
theorem shifted_apply (N : ℕ) (i j : Fin N) : shifted ε t E N i j =
    if (i : ℕ) = j then E - ε else if (i : ℕ) + 1 = j ∨ (j : ℕ) + 1 = i then -t else 0 := by
  simp only [shifted, bridge, Matrix.sub_apply, Matrix.smul_apply, Matrix.one_apply,
    Matrix.of_apply, smul_eq_mul, Fin.ext_iff]
  split_ifs <;> ring

/-- Sites that are more than one step apart are not coupled in `E - T`. -/
theorem shifted_far {N : ℕ} {i j : Fin N} (h : (i : ℕ) + 1 < j ∨ (j : ℕ) + 1 < i) :
    shifted ε t E N i j = 0 := by
  rw [shifted_apply, if_neg (by omega), if_neg (by omega)]

/-- The secular determinants start from `D_0 = 1` and `D_1 = E - ε` and obey
`D_(N+2) = (E - ε) D_(N+1) - t² D_N`. -/
theorem secular_recursion : secular ε t E 0 = 1 ∧ secular ε t E 1 = E - ε ∧
    ∀ N, secular ε t E (N + 2) =
      (E - ε) * secular ε t E (N + 1) - t ^ 2 * secular ε t E N := by
  refine ⟨by simp [secular], ?_, fun N => ?_⟩
  · rw [secular, Matrix.det_fin_one, shifted_apply]
    simp
  -- removing the first site, or the first two, leaves a shorter bridge
  have h0 : (shifted ε t E (N + 2)).submatrix Fin.succ (Fin.succAbove 0)
      = shifted ε t E (N + 1) := by
    ext i j
    simp only [Matrix.submatrix_apply, shifted_apply, Fin.succAbove_zero, Fin.val_succ,
      add_left_inj]
  have h2 : ((shifted ε t E (N + 2)).submatrix Fin.succ
      (Fin.succAbove (Fin.succ 0))).submatrix (Fin.succAbove 0) Fin.succ
      = shifted ε t E N := by
    ext i j
    simp only [Matrix.submatrix_apply, shifted_apply, Fin.succAbove_zero,
      Fin.succ_succAbove_succ, Fin.val_succ, add_left_inj]
  have h1 : ((shifted ε t E (N + 2)).submatrix Fin.succ
      (Fin.succAbove (Fin.succ 0))).det = -t * secular ε t E N := by
    have a : shifted ε t E (N + 2) (Fin.succ 0) 0 = -t := by rw [shifted_apply]; simp
    rw [Matrix.det_succ_column_zero, Fin.sum_univ_succ, h2, Finset.sum_eq_zero]
    · rw [Matrix.submatrix_apply, Fin.succ_succAbove_zero, a]
      simp [secular]
    · intro i _
      have h : shifted ε t E (N + 2) i.succ.succ 0 = 0 :=
        shifted_far ε t E (Or.inr (show 0 + 1 < (i : ℕ) + 1 + 1 by omega))
      rw [Matrix.submatrix_apply, Fin.succ_succAbove_zero, h, mul_zero, zero_mul]
  have a0 : shifted ε t E (N + 2) 0 0 = E - ε := by rw [shifted_apply]; simp
  have a1 : shifted ε t E (N + 2) 0 (Fin.succ 0) = -t := by rw [shifted_apply]; simp
  rw [secular, Matrix.det_succ_row_zero, Fin.sum_univ_succ, Fin.sum_univ_succ, h0, h1, a0, a1,
    Finset.sum_eq_zero]
  · simp only [Fin.val_zero, Fin.val_succ, secular]
    ring
  · intro i _
    have h : shifted ε t E (N + 2) 0 i.succ.succ = 0 :=
      shifted_far ε t E (Or.inl (show 0 + 1 < (i : ℕ) + 1 + 1 by omega))
    rw [h, mul_zero, zero_mul]

/-- If the secular determinant of a bridge of `N + 1` sites is nonzero, `E - T` is inverted by
the Green function, whose end-to-end element is `t^N / D_(N+1)`. -/
theorem green_end_to_end (N : ℕ) (h : secular ε t E (N + 1) ≠ 0) :
    shifted ε t E (N + 1) * green ε t E (N + 1) = 1 ∧
      green ε t E (N + 1) 0 (Fin.last N) = t ^ N / secular ε t E (N + 1) := by
  refine ⟨Matrix.mul_nonsing_inv _ (isUnit_iff_ne_zero.mpr h), ?_⟩
  -- the corner minor is triangular with `-t` on its diagonal
  have hm : ((shifted ε t E (N + 1)).submatrix (Fin.last N).succAbove
      (Fin.succAbove 0)).det = (-t) ^ N := by
    rw [Matrix.det_of_isLowerTriangular]
    · simp [shifted_apply]
    · intro i j hij
      have hij' : i < j := hij
      have hlt : (i : ℕ) < j := hij'
      rw [Matrix.submatrix_apply, Fin.succAbove_last, Fin.succAbove_zero]
      exact shifted_far ε t E (Or.inl (show (i : ℕ) + 1 < (j : ℕ) + 1 by omega))
  have hs : (-1 : ℝ) ^ N * (-t) ^ N = t ^ N := by
    rw [← mul_pow]
    simp
  rw [green, Matrix.inv_def, Matrix.smul_apply, Matrix.adjugate_fin_succ_eq_det_submatrix, hm,
    Ring.inverse_eq_inv', smul_eq_mul]
  simp only [Fin.val_last, Fin.val_zero, add_zero]
  rw [hs, secular, div_eq_inv_mul]

/-- For `2|t| ≤ E - ε`, the secular determinant is nonnegative, and one more site multiplies it
by at least `E - ε - |t|` and at most `E - ε`. -/
theorem secular_step (h : 2 * |t| ≤ E - ε) (n : ℕ) : 0 ≤ secular ε t E n ∧
    (E - ε - |t|) * secular ε t E n ≤ secular ε t E (n + 1) ∧
    secular ε t E (n + 1) ≤ (E - ε) * secular ε t E n := by
  obtain ⟨r0, r1, r2⟩ := secular_recursion ε t E
  have ha := abs_nonneg t
  induction n with
  | zero =>
    rw [zero_add, r0, r1]
    exact ⟨by norm_num, by linarith, by linarith⟩
  | succ n ih =>
    obtain ⟨p, l, _⟩ := ih
    have r : 0 ≤ |t| * (E - ε - 2 * |t|) * secular ε t E n :=
      mul_nonneg (mul_nonneg ha (by linarith)) p
    refine ⟨le_trans (mul_nonneg (by linarith) p) l, ?_, ?_⟩
    · rw [r2, ← sq_abs t]
      nlinarith [mul_le_mul_of_nonneg_left l ha]
    · rw [r2]
      nlinarith [mul_nonneg (sq_nonneg t) p]

/-- For `2|t| ≤ E - ε`, the secular determinant of `N` sites satisfies
`(E - ε - |t|)^N ≤ D_N ≤ (E - ε)^N`. -/
theorem secular_bounds (h : 2 * |t| ≤ E - ε) (N : ℕ) :
    (E - ε - |t|) ^ N ≤ secular ε t E N ∧ secular ε t E N ≤ (E - ε) ^ N := by
  have ha := abs_nonneg t
  induction N with
  | zero => simp [(secular_recursion ε t E).1]
  | succ n ih =>
    obtain ⟨_, l, u⟩ := secular_step ε t E h n
    rw [pow_succ', pow_succ']
    exact ⟨(mul_le_mul_of_nonneg_left ih.1 (by linarith)).trans l,
      u.trans (mul_le_mul_of_nonneg_left ih.2 (by linarith))⟩

/-- For `ε < E` and `2|t| ≤ E - ε`, a bridge of `N + 1` sites has nonzero secular determinant,
and its end-to-end Green function has magnitude at least the McConnell value
`|t|^N / (E - ε)^(N+1)` and at most `|t|^N / (E - ε - |t|)^(N+1)`. -/
theorem mcconnell_bracket (hE : ε < E) (h : 2 * |t| ≤ E - ε) (N : ℕ) :
    secular ε t E (N + 1) ≠ 0 ∧
      |t| ^ N / (E - ε) ^ (N + 1) ≤ |green ε t E (N + 1) 0 (Fin.last N)| ∧
      |green ε t E (N + 1) 0 (Fin.last N)| ≤ |t| ^ N / (E - ε - |t|) ^ (N + 1) := by
  have hp : 0 < (E - ε - |t|) ^ (N + 1) := pow_pos (by linarith) _
  obtain ⟨l, u⟩ := secular_bounds ε t E h (N + 1)
  have hD : 0 < secular ε t E (N + 1) := hp.trans_le l
  have ht : 0 ≤ |t| ^ N := pow_nonneg (abs_nonneg t) N
  rw [(green_end_to_end ε t E N hD.ne').2, abs_div, abs_pow, abs_of_pos hD]
  exact ⟨hD.ne', div_le_div_of_nonneg_left ht hD u, div_le_div_of_nonneg_left ht hp l⟩

/-- For three sites with `ε = 0`, `t = 1` and `E = 5/4`, the secular determinant lies below
`(E - ε - |t|)^3`. -/
theorem lower_bound_fails_in_band :
    secular 0 1 (5 / 4) 3 < ((5 / 4 : ℝ) - 0 - |1|) ^ 3 := by
  obtain ⟨r0, r1, r2⟩ := secular_recursion 0 1 (5 / 4)
  have h2 : secular 0 1 (5 / 4) 2 = (5 / 4 - 0) * secular 0 1 (5 / 4) 1
      - 1 ^ 2 * secular 0 1 (5 / 4) 0 := r2 0
  have h3 : secular 0 1 (5 / 4) 3 = (5 / 4 - 0) * secular 0 1 (5 / 4) 2
      - 1 ^ 2 * secular 0 1 (5 / 4) 1 := r2 1
  rw [h3, h2, r1, r0, abs_one]
  norm_num

end

end McConnellBracket
```

```lean
#print axioms McConnellBracket.mcconnell_bracket
#print axioms McConnellBracket.lower_bound_fails_in_band
```

```
'McConnellBracket.mcconnell_bracket' depends on axioms: [propext, Classical.choice, Quot.sound]
'McConnellBracket.lower_bound_fails_in_band' depends on axioms: [propext, Classical.choice, Quot.sound]
```

## The bridge and its energy window

The site energy is \(\varepsilon\), the hopping is \(t\), and \(E\) is the energy at which the bridge is eliminated; all three are real. `bridge ε t N` is the Hamiltonian \(T\) of \(N\) sites in an orthonormal basis. `shifted` is \(E-T\), `secular` is its determinant \(D_N\), and `green` is its matrix inverse. Write \(x=E-\varepsilon\).

Lean numbers the sites from 0, so in a bridge of \(N+1\) sites the end-to-end element \(G_{0,N}\) is `green ε t E (N + 1) 0 (Fin.last N)`. The theorem `green_end_to_end` states that if \(D_{N+1}\neq0\), then `green` does invert \(E-T\), and

\[
G_{0,N}=\frac{t^N}{D_{N+1}} .
\]

This holds at any real energy that is not an eigenvalue of the bridge. The theorem `mcconnell_bracket` assumes more, namely \(\varepsilon<E\) and \(2|t|\le x\), which suffice for its bounds at every bridge length. The second condition puts \(E\) at or above the upper edge of the infinite chain's band; the first then excludes only the case \(t=0\), \(E=\varepsilon\). Under these conditions \(D_{N+1}\ne0\) is a conclusion, and

\[
\frac{|t|^N}{x^{N+1}}\le |G_{0,N}|\le\frac{|t|^N}{(x-|t|)^{N+1}} .
\]

The left side is the McConnell value, the lowest order in \(t/x\). The donor, the acceptor and their level splitting do not appear in the file, and the bounds do not treat energies below the band.

## Determinants of shorter bridges

The first row of \(E-T\) for \(N+2\) sites starts with \(x\) and \(-t\), and any further entries are zero. The minor belonging to \(x\) is \(D_{N+1}\). The minor belonging to \(-t\) has a first column whose only possible nonzero entry is \(-t\) at the top, so it equals \(-tD_N\). With the alternating sign of the expansion,

\[
D_{N+2}=xD_{N+1}-(-t)(-tD_N)=xD_{N+1}-t^2D_N,
\]

with \(D_0=1\) and \(D_1=x\). In `secular_recursion`, `h0` and `h2` identify the shorter bridges, `h1` evaluates the second minor, and `shifted_far` removes the remaining terms.

For the end-to-end element, the adjugate formula deletes the last row and the first column. What remains is lower triangular with \(N\) entries \(-t\) on its diagonal, so the cofactor is

\[
(-1)^N(-t)^N=t^N .
\]

Division by \(D_{N+1}\) gives the formula. In the proof, `hm` is the triangular determinant and `hs` is the cancellation of signs.

## One more site at a time

For \(2|t|\le x\), `secular_step` proves by induction that \(D_n\ge0\) and

\[
(x-|t|)D_n\le D_{n+1}\le xD_n .
\]

At \(n=0\) this reads \(x-|t|\le x\le x\). Suppose it holds at \(n\). Then \(D_{n+1}\ge(x-|t|)D_n\ge0\), and the recursion gives \(D_{n+2}\le xD_{n+1}\) because \(t^2D_n\ge0\). For the lower bound,

\[
\begin{aligned}
D_{n+2}-(x-|t|)D_{n+1}&=|t|D_{n+1}-t^2D_n\\
&\ge|t|(x-|t|)D_n-t^2D_n\\
&=|t|(x-2|t|)D_n\ge0 .
\end{aligned}
\]

The two `nlinarith` calls carry out these estimates. Multiplying the steps together gives `secular_bounds`:

\[
(x-|t|)^N\le D_N\le x^N .
\]

When \(x>0\), the condition \(2|t|\le x\) also makes \(x-|t|\) positive. The bounds at \(N+1\) sites can then be inverted and multiplied by \(|t|^N\), which is how `mcconnell_bracket` ends.

## Three sites, above the band and inside it

Take \(\varepsilon=0\), \(t=1\) and \(E=4\). The recursion gives \(D_1=4\), \(D_2=4\cdot4-1=15\) and \(D_3=4\cdot15-4=56\). Hence \(G_{0,2}=1/56\approx0.0179\), between the McConnell value \(1/64\approx0.0156\) and the upper bound \(1/27\approx0.0370\).

At \(E=5/4\), inside the band, the same bridge has \(D_2=9/16\) and \(D_3=-35/64\), which is below \((x-|t|)^3=1/64\). This is `lower_bound_fails_in_band`: the lower determinant bound does not extend to all energies in the band. The bounds on the Green function still hold at this energy, since \(|G_{0,2}|=64/35\) lies between \(64/125\) and \(64\). They too can fail in the band: at \(E=1/2\), \(D_3=-7/8\), so \(|G_{0,2}|=8/7\) is below the McConnell value \(8\).
